# A constant added to the self-interaction kernel shifts a finite-grid polaron's eigenvalue by twice its energy shift

## Grid, density and energy

The grid is a finite set of points \(i\), and a wave function \(\psi\) assigns a complex amplitude \(\psi_i\) to each point. A complex matrix \(T\) describes hopping and on-site energies. A real matrix \(W\), the self-interaction kernel, describes how charge at point \(j\) lowers the potential energy at point \(i\) through the response of the lattice. In Lean the grid is the finite type `ι`.

```lean
import Mathlib

open Matrix

namespace PolaronFiniteSize

noncomputable section

variable {ι : Type*} [Fintype ι]
```

The density is the squared modulus of the amplitude,

\[ n_i = |\psi_i|^2 . \]

The definition does not normalise \(\psi\). Where normalisation is needed, it appears as the explicit hypothesis \(\sum_i n_i = 1\).

```lean
/-- The density of a wave function on the grid, `n_i = |psi_i|^2`. -/
def density {ι : Type*} (psi : ι → ℂ) : ι → ℝ := fun i => ‖psi i‖ ^ 2
```

In a periodic cell of linear size \(L\), the kernel is modified by a constant:

\[ W^{(L)}_{ij} = W_{ij} + \frac{c}{L} . \]

The constant \(c\) stands for the leading interaction of a localised charge with its periodic images and the neutralising background, including any dielectric screening. Its value and the \(1/L\) form are assumed here, not derived, and \(c\) may have either sign. Terms of higher order in \(1/L\) are left out, and the grid, \(T\) and \(W\) stay the same as \(L\) changes.

```lean
/-- The self-interaction kernel with the constant `c / L` added to every entry,
for a cell of linear size `L ≠ 0`. -/
def supercellKernel {ι : Type*} (W : Matrix ι ι ℝ) (c L : ℝ) : Matrix ι ι ℝ :=
  Matrix.of fun i j => W i j + c / L
```

The hopping energy is the real part of the expectation value of \(T\),

\[ K(\psi) = \operatorname{Re}\,\langle\psi, T\psi\rangle = \operatorname{Re}\sum_{i} \overline{\psi_i}\,(T\psi)_i . \]

For a Hermitian \(T\) the expectation value is real already. The code takes the real part because it does not require \(T\) to be Hermitian.

```lean
/-- The real part of the expectation value of `T`. -/
def hoppingEnergy (T : Matrix ι ι ℂ) (psi : ι → ℂ) : ℝ :=
  (star psi ⬝ᵥ T *ᵥ psi).re
```

The polaron energy is

\[ E(\psi) = K(\psi) - \tfrac12\, n\cdot W n . \]

The factor one half has a physical origin. The electron gains \(n\cdot Wn\) from the distortion that it induces, and a harmonic lattice pays half of this back as elastic energy.

```lean
/-- The polaron energy: the hopping energy minus half the self-interaction `n · W n`. -/
def polaronEnergy (T : Matrix ι ι ℂ) (W : Matrix ι ι ℝ) (psi : ι → ℂ) : ℝ :=
  hoppingEnergy T psi - 1 / 2 * (density psi ⬝ᵥ W *ᵥ density psi)
```

## The constant in the kernel becomes a constant potential

The vector \(Wn\) is called the potential here. It enters the equations with a minus sign, so a larger value means a lower potential energy of the electron. For a normalised wave function, the potential at point \(i\) in the supercell is

\[ (W^{(L)}n)_i = \sum_j \Big(W_{ij}+\frac cL\Big) n_j = (Wn)_i + \frac cL\sum_j n_j = (Wn)_i + \frac cL . \]

```lean
/-- For a normalised wave function, the added constant in the kernel raises the
potential `W n` by `c / L` at every grid point. -/
theorem supercell_potential (W : Matrix ι ι ℝ) (c L : ℝ) {psi : ι → ℂ}
    (h : ∑ i, density psi i = 1) :
    supercellKernel W c L *ᵥ density psi = fun i => (W *ᵥ density psi) i + c / L := by
  ext i
  simp only [supercellKernel, Matrix.mulVec, dotProduct, Matrix.of_apply, add_mul,
    Finset.sum_add_distrib, ← Finset.mul_sum, h, mul_one]
```

The proof is this computation at a fixed point `i`: `add_mul` and `Finset.sum_add_distrib` split the sum, `← Finset.mul_sum` takes \(c/L\) out of it, and the normalisation `h` replaces the remaining sum by one.

The energy contains the density once more. Normalisation is therefore used a second time:

\[ n\cdot W^{(L)}n = n\cdot Wn + \frac cL\sum_i n_i = n\cdot Wn + \frac cL . \]

Write \(E_L\) for the energy with the kernel \(W^{(L)}\). The factor one half then gives

\[ E_L(\psi) = E(\psi) - \frac{c}{2L} . \]

```lean
/-- For a normalised wave function, the added constant lowers the polaron energy
by `c / (2 L)`. -/
theorem supercell_energy (T : Matrix ι ι ℂ) (W : Matrix ι ι ℝ) (c L : ℝ) {psi : ι → ℂ}
    (h : ∑ i, density psi i = 1) :
    polaronEnergy T (supercellKernel W c L) psi = polaronEnergy T W psi - c / L / 2 := by
  have hd : density psi ⬝ᵥ (fun i => (W *ᵥ density psi) i + c / L)
      = density psi ⬝ᵥ W *ᵥ density psi + c / L := by
    simp only [dotProduct, mul_add, Finset.sum_add_distrib, ← Finset.sum_mul, h, one_mul]
  unfold polaronEnergy
  rw [supercell_potential W c L h, hd]
  ring
```

The auxiliary statement `hd` is the second use of normalisation, and `ring` collects the terms.

## Minimisers and extrapolation from two cells

The energy shift is the same for every normalised wave function. If \(\psi\) and \(\phi\) are both normalised, then

\[ E_L(\psi)\le E_L(\phi) \iff E(\psi)-\frac{c}{2L}\le E(\phi)-\frac{c}{2L} \iff E(\psi)\le E(\phi) . \]

A normalised \(\psi\) therefore minimises one energy exactly when it minimises the other.

```lean
/-- A normalised wave function minimises the polaron energy among normalised wave
functions with the supercell kernel exactly when it does so with the original kernel. -/
theorem supercell_minimiser_iff (T : Matrix ι ι ℂ) (W : Matrix ι ι ℝ) (c L : ℝ)
    {psi : ι → ℂ} (h : ∑ i, density psi i = 1) :
    (∀ phi : ι → ℂ, ∑ i, density phi i = 1 →
      polaronEnergy T (supercellKernel W c L) psi
        ≤ polaronEnergy T (supercellKernel W c L) phi) ↔
    (∀ phi : ι → ℂ, ∑ i, density phi i = 1 →
      polaronEnergy T W psi ≤ polaronEnergy T W phi) := by
  constructor
  · intro hm phi hphi
    have := hm phi hphi
    rw [supercell_energy T W c L h, supercell_energy T W c L hphi] at this
    linarith
  · intro hm phi hphi
    have := hm phi hphi
    rw [supercell_energy T W c L h, supercell_energy T W c L hphi]
    linarith
```

Each direction rewrites both energies with `supercell_energy` and leaves the cancellation to `linarith`. The theorem compares minimisers; it does not say that one exists.

The shift can also be eliminated without knowing \(c\). For two different non-zero sizes \(L_1\) and \(L_2\) and the same normalised \(\psi\),

\[ L_2E_{L_2}-L_1E_{L_1} = \Big(L_2E-\frac c2\Big)-\Big(L_1E-\frac c2\Big) = (L_2-L_1)\,E , \]

and division by \(L_2-L_1\) gives \(E\).

```lean
/-- The energies of one normalised wave function in cells of two different sizes
determine its energy without the `c / L` term. -/
theorem two_size_extrapolation (T : Matrix ι ι ℂ) (W : Matrix ι ι ℝ) (c : ℝ)
    {L₁ L₂ : ℝ} (h₁ : L₁ ≠ 0) (h₂ : L₂ ≠ 0) (h₁₂ : L₁ ≠ L₂) {psi : ι → ℂ}
    (h : ∑ i, density psi i = 1) :
    (L₂ * polaronEnergy T (supercellKernel W c L₂) psi
      - L₁ * polaronEnergy T (supercellKernel W c L₁) psi) / (L₂ - L₁)
      = polaronEnergy T W psi := by
  have e₁ : L₁ * (c / L₁) = c := by field_simp
  have e₂ : L₂ * (c / L₂) = c := by field_simp
  rw [supercell_energy T W c L₁ h, supercell_energy T W c L₂ h,
    div_eq_iff (sub_ne_zero.mpr h₁₂.symm)]
  linear_combination (-1 / 2) * e₂ + (1 / 2) * e₁
```

The facts `e₁` and `e₂` cancel each size against its own denominator, and `div_eq_iff` clears the denominator \(L_2-L_1\). The extrapolation is exact because the model contains no size dependence other than \(c/L\).

## The self-consistent equation in the supercell

A polaron state is a normalised \(\psi\) that solves

\[ \big(T-\operatorname{diag}(Wn)\big)\psi = \lambda\psi , \qquad n_i=|\psi_i|^2 , \]

with a real eigenvalue \(\lambda\). The equation is nonlinear, since the potential is built from the density of the solution itself. When \(T\) is Hermitian and \(W\) symmetric, it is the condition for \(E\) to be stationary under normalisation. The results below take the equation as given and need neither symmetry.

```lean
variable [DecidableEq ι]

/-- A polaron state: a normalised wave function that solves the self-consistent
equation `(T - diag(W n)) psi = lam psi` with its own density `n`. -/
def IsPolaron (T : Matrix ι ι ℂ) (W : Matrix ι ι ℝ) (psi : ι → ℂ) (lam : ℝ) : Prop :=
  ∑ i, density psi i = 1 ∧
    (T - Matrix.diagonal (fun i => (((W *ᵥ density psi) i : ℝ) : ℂ))) *ᵥ psi
      = (lam : ℂ) • psi
```

The predicate `IsPolaron T W psi lam` joins the normalisation and the equation. The type annotations `: ℂ` on the potential and on `lam` only turn these real numbers into complex ones.

With the supercell kernel, the potential rises by \(c/L\) at every point. At point \(i\),

\[ (T\psi)_i - \Big((Wn)_i+\frac cL\Big)\psi_i = \Big(\lambda-\frac cL\Big)\psi_i \iff (T\psi)_i-(Wn)_i\,\psi_i=\lambda\psi_i , \]

because the term \(-\tfrac cL\psi_i\) stands on both sides of the first equation. The same \(\psi\) therefore solves both problems, and the eigenvalue moves by \(-c/L\).

```lean
/-- A wave function is a polaron state of the supercell kernel with eigenvalue
`lam - c / L` exactly when it is one of the original kernel with eigenvalue `lam`. -/
theorem isPolaron_supercell_iff (T : Matrix ι ι ℂ) (W : Matrix ι ι ℝ) (c L : ℝ)
    (psi : ι → ℂ) (lam : ℝ) :
    IsPolaron T (supercellKernel W c L) psi (lam - c / L) ↔ IsPolaron T W psi lam := by
  unfold IsPolaron
  refine and_congr_right fun h => ?_
  rw [supercell_potential W c L h]
  -- compare the two equations point by point
  simp only [funext_iff, Matrix.sub_mulVec, Pi.sub_apply, Matrix.mulVec_diagonal,
    Pi.smul_apply, smul_eq_mul, Complex.ofReal_add, Complex.ofReal_sub]
  refine forall_congr' fun i => ?_
  constructor <;> intro e <;> linear_combination e
```

The step `and_congr_right` makes the normalisation available while the two equations are compared. The potential is then rewritten with `supercell_potential`, the equations are taken point by point, and `linear_combination e` derives each from the other.

## Why the ratio is two

The eigenvalue equation at point \(i\) reads \((T\psi)_i=\big((Wn)_i+\lambda\big)\psi_i\). Multiplying by \(\overline{\psi_i}\) and summing over \(i\) gives

\[ \langle\psi,T\psi\rangle=\sum_i n_i\big((Wn)_i+\lambda\big)=n\cdot Wn+\lambda . \]

The right-hand side is real, so it equals \(K(\psi)\). With \(n\cdot Wn=K-\lambda\), the energy becomes \(E=K-\tfrac12(K-\lambda)=\tfrac12(K+\lambda)\), or

\[ 2E-\lambda=K(\psi) . \]

```lean
/-- For a polaron state, twice the energy minus the eigenvalue is the hopping energy. -/
theorem two_energy_sub_eigenvalue {T : Matrix ι ι ℂ} {W : Matrix ι ι ℝ} {psi : ι → ℂ}
    {lam : ℝ} (h : IsPolaron T W psi lam) :
    2 * polaronEnergy T W psi - lam = hoppingEnergy T psi := by
  obtain ⟨hn, he⟩ := h
  have hT : ∀ i, (T *ᵥ psi) i = (((W *ᵥ density psi) i + lam : ℝ) : ℂ) * psi i := by
    intro i
    have e := congrFun he i
    simp only [Matrix.sub_mulVec, Pi.sub_apply, Matrix.mulVec_diagonal,
      Pi.smul_apply, smul_eq_mul] at e
    rw [Complex.ofReal_add]
    linear_combination e
  have hr : ∀ (r : ℝ) (z : ℂ), (star z * ((r : ℂ) * z)).re = ‖z‖ ^ 2 * r := by
    intro r z
    rw [Complex.sq_norm, Complex.normSq_apply]
    simp only [Complex.star_def, Complex.mul_re, Complex.mul_im, Complex.conj_re,
      Complex.conj_im, Complex.ofReal_re, Complex.ofReal_im]
    ring
  -- project the self-consistent equation on the state itself
  have hK : hoppingEnergy T psi = density psi ⬝ᵥ W *ᵥ density psi + lam := by
    calc hoppingEnergy T psi
        = ∑ i, density psi i * ((W *ᵥ density psi) i + lam) := by
          unfold hoppingEnergy
          rw [dotProduct, Complex.re_sum]
          refine Finset.sum_congr rfl fun i _ => ?_
          rw [hT i, Pi.star_apply, hr]
          rfl
      _ = density psi ⬝ᵥ W *ᵥ density psi + lam := by
          simp only [mul_add, Finset.sum_add_distrib, ← Finset.sum_mul, hn, one_mul]
          rfl
  unfold polaronEnergy
  linarith
```

In the proof, `hT` is the equation solved for \((T\psi)_i\), and `hr` is the identity \(\operatorname{Re}\big(\bar z\,(r z)\big)=|z|^2r\) for real \(r\). The `calc` block `hK` carries out the projection, and `linarith` combines it with the definition of the energy.

The hopping energy \(K(\psi)\) does not involve the kernel. If \(\psi\) has eigenvalue \(\mu\) in the supercell, the identity applies in both settings:

\[ 2E_L-\mu=K(\psi)=2E-\lambda \quad\Longrightarrow\quad \mu-\lambda=2\,(E_L-E) . \]

The energy shift found earlier, multiplied by \(L\neq0\), then fixes both slopes in \(1/L\):

\[ L\,(E_L-E)=-\frac c2,\qquad L\,(\mu-\lambda)=-c . \]

```lean
/-- A polaron state remains one in the supercell, with eigenvalue `lam - c / L`. Any
eigenvalue it has there is shifted with slope `-c` in `1 / L`, the energy is shifted
with slope `-c / 2`, and the first shift is twice the second. -/
theorem polaron_finite_size_slopes {T : Matrix ι ι ℂ} {W : Matrix ι ι ℝ} {psi : ι → ℂ}
    {lam : ℝ} (h : IsPolaron T W psi lam) (c : ℝ) {L : ℝ} (hL : L ≠ 0) :
    IsPolaron T (supercellKernel W c L) psi (lam - c / L) ∧
    L * (polaronEnergy T (supercellKernel W c L) psi - polaronEnergy T W psi) = -c / 2 ∧
    ∀ mu : ℝ, IsPolaron T (supercellKernel W c L) psi mu →
      L * (mu - lam) = -c ∧
      mu - lam
        = 2 * (polaronEnergy T (supercellKernel W c L) psi - polaronEnergy T W psi) := by
  have hc : L * (c / L) = c := by field_simp
  have hE := supercell_energy T W c L h.1
  have hS : L * (polaronEnergy T (supercellKernel W c L) psi - polaronEnergy T W psi)
      = -c / 2 := by
    linear_combination L * hE - hc / 2
  refine ⟨(isPolaron_supercell_iff T W c L psi lam).2 h, hS, fun mu hmu => ?_⟩
  -- the hopping energy is the same in both cells
  have hm : mu - lam
      = 2 * (polaronEnergy T (supercellKernel W c L) psi - polaronEnergy T W psi) := by
    linarith [two_energy_sub_eigenvalue h, two_energy_sub_eigenvalue hmu]
  exact ⟨by linear_combination L * hm + 2 * hS, hm⟩
```

The theorem takes a polaron state of the original kernel and a non-zero \(L\). It first states that \(\psi\) is a polaron state in the supercell with eigenvalue \(\lambda-c/L\), and then gives the energy slope. The last part covers every real `mu` that \(\psi\) may have as its supercell eigenvalue, so the factor two is not tied to the way in which the shifted eigenvalue was first written down. In the proof, `hS` is the energy slope, `hm` compares the two instances of `two_energy_sub_eigenvalue`, and the eigenvalue slope follows from these two.

For supercell calculations of polarons, this gives a consistency check within a one-particle model on a fixed finite grid whose only size dependence is \(c/L\): plotted against \(1/L\) for one and the same polaron state, the eigenvalue has twice the slope of the energy. In a real calculation the wave function and the other matrix elements may also change with the cell, and the ratio can then differ from two.

## An unnormalised state with ratio one

Normalisation is essential to the factor two. Take two sites with \(T=0\), \(W=0\) and \(\psi=(1,1)\), so that \(\sum_i n_i=2\). Without the added constant, both the eigenvalue and the energy are zero. With it, the potential is \(2c/L\) on each site, and the eigenvalue is \(-2c/L\). The energy is

\[ -\frac12\sum_{i,j}n_i\,\frac cL\,n_j=-\frac12\cdot\frac{4c}{L}=-\frac{2c}{L} . \]

Both shifts are equal, so for \(c\neq0\) their ratio is one. The eigenvalue shift grows with the total charge and the energy shift with its square, and the two stand in the ratio two only when the total charge is one.

## A two-site polaron with unequal densities

A small example shows that the nonlinear equation has a solution with an uneven density. Let

\[ T=\begin{pmatrix}0&-1\\-1&0\end{pmatrix},\qquad W=\frac{25}{12}\begin{pmatrix}1&0\\0&1\end{pmatrix},\qquad \psi=\Big(\frac35,\frac45\Big) . \]

The densities are \(\tfrac{9}{25}\) and \(\tfrac{16}{25}\), which add up to one, and the potential is \(Wn=\big(\tfrac34,\tfrac43\big)\). The two rows of the equation are

\[ -\frac45-\frac34\cdot\frac35=-\frac54=-\frac{25}{12}\cdot\frac35, \qquad -\frac35-\frac43\cdot\frac45=-\frac53=-\frac{25}{12}\cdot\frac45 , \]

so \(\lambda=-\tfrac{25}{12}\). The two sites are equivalent in \(T\) and \(W\), yet the charge sits mostly on the second one.

```lean
/-- On two sites with hopping `-1` and on-site self-interaction `25/12`, the unequal
amplitudes `3/5` and `4/5` form a polaron state with eigenvalue `-25/12`. -/
theorem isPolaron_witness :
    IsPolaron !![0, -1; -1, 0] !![25 / 12, 0; 0, 25 / 12] ![3 / 5, 4 / 5] (-25 / 12) := by
  have hd : density ![(3 / 5 : ℂ), 4 / 5] = ![9 / 25, 16 / 25] := by
    ext i
    fin_cases i <;> simp [density] <;> norm_num
  unfold IsPolaron
  rw [hd]
  constructor
  · simp [Fin.sum_univ_two]
    norm_num
  · ext i
    fin_cases i <;> simp [Matrix.mulVec, dotProduct, Fin.sum_univ_two] <;> norm_num

end

end PolaronFiniteSize
```

The statement `hd` computes the densities. After that, `fin_cases i` separates the two rows, and `simp` with `norm_num` checks the arithmetic shown above.

```lean
#print axioms PolaronFiniteSize.supercell_minimiser_iff
#print axioms PolaronFiniteSize.two_size_extrapolation
#print axioms PolaronFiniteSize.polaron_finite_size_slopes
```

```
'PolaronFiniteSize.supercell_minimiser_iff' depends on axioms: [propext, Classical.choice, Quot.sound]
'PolaronFiniteSize.two_size_extrapolation' depends on axioms: [propext, Classical.choice, Quot.sound]
'PolaronFiniteSize.polaron_finite_size_slopes' depends on axioms: [propext, Classical.choice, Quot.sound]
```
